# The Kac ring: every state recurs after 2N steps, and the mean over independent random markings scales as (1−2μ)ⁿ during the first N

## Choosing the window for a decay fit

Suppose a Kac ring with $N$ sites has been simulated for many random placements of its scatterers, and the averaged signal is to be fitted to an exponential. The fit needs a time window. For a uniform initial state and scatterers placed independently on each site with the same probability, strictly between $0$ and $1/2$, the exact mean is a decaying exponential in the number of steps up to $N$, so a window within these steps suits the fit as long as the mean stands above the sampling noise. At $2N$ steps the signal is back at its initial value, whatever the scatterers were.

For $N=100$ and a scatterer probability of $0.1$, a uniform initial state of height 1 has mean $0.8^{100}\approx 2\times10^{-10}$ after 100 steps and exactly 1 after 200. The second value is one that simulation code can be checked against in every single run. The first is far too small to be resolved by averaging a feasible number of runs, since after 100 steps each run gives $+1$ or $-1$.

## The model

The sites of the ring are the integers modulo $N$, with $N\ge 1$. Site $i$ carries a real value $x_i$ and a fixed sign $e_i=\pm1$. In one step every value moves to the next site and picks up the sign of the site it leaves:
$$x'_i = e_{i-1}\,x_{i-1}.$$
In the usual picture the values are balls, with $x_i=\pm1$ for the two colours, and a site with $e_i=-1$ is marked: a ball leaving it changes colour. The dynamics is deterministic and can be run backwards, yet its average over markings can decay.

## Following one value around the ring

Write $x^{(n)}$ for the state after $n$ steps. Then
$$x^{(n)}_i=\Big(\prod_{k=0}^{n-1} e_{i-1-k}\Big)\,x_{i-n}.$$
For $n=0$ the product is empty and both sides are $x_i$. If the formula holds for $n$ at every site, one more step gives
$$x^{(n+1)}_i=e_{i-1}x^{(n)}_{i-1}=e_{i-1}\Big(\prod_{k=0}^{n-1}e_{i-2-k}\Big)x_{i-1-n}=\Big(\prod_{k=0}^{n}e_{i-1-k}\Big)x_{i-(n+1)}.$$

Let $n\le N$. If $i-1-a=i-1-b$ modulo $N$ with $0\le a,b<n$, then $a\equiv b$ modulo $N$, and since both are below $N$, $a=b$. The $n$ crossed sites are therefore distinct. For $n=N$ they are the whole ring, and $x_{i-N}=x_i$, so
$$x^{(N)}=P\,x,\qquad P=\prod_j e_j .$$

A second revolution multiplies by $P$ again, and $P^2=\prod_j e_j^2=1$. Hence $x^{(2N)}=x$. A state with some $x_i\neq0$ returns already after $N$ steps exactly when $P=1$, because $Px_i=x_i$ can then be divided by $x_i$.

The backward rule $y\mapsto e_i\,y_{i+1}$ undoes a step: applied to $x'$ it gives $e_i\,e_i\,x_i=x_i$. Repeating it undoes any number of steps.

## Averaging over the markings

Now let each site be marked independently with probability $\mu$. Write $b_j$ for the state of site $j$, with weight $w=\mu$ and sign $\sigma=-1$ if it is marked, and $w=1-\mu$ and $\sigma=+1$ if it is not. Let $C$ be the set of crossed sites, and set $g_j=\sigma$ for $j\in C$ and $g_j=1$ otherwise. For $n\le N$ each crossed site contributes its sign once, so
$$\big\langle x^{(n)}_i\big\rangle=x_{i-n}\sum_b\prod_j w(b_j)\,g_j(b_j)=x_{i-n}\prod_j\sum_s w(s)\,g_j(s).$$
A crossed site gives $-\mu+(1-\mu)=1-2\mu$, and any other site gives $\mu+(1-\mu)=1$. There are $n$ crossed sites, hence
$$\big\langle x^{(n)}_i\big\rangle=(1-2\mu)^n\,x_{i-n}.$$
For $0<\mu<1$ the factor shrinks in magnitude, with alternating sign if $\mu>1/2$. After $2N$ steps every member of the ensemble has returned to $x$, and the weights sum to 1, so the mean is $x_i$ again.

## What the Lean statements say

A state is a function `ZMod N → ℝ`, and so is the list of factors `e`. `step` is the forward rule, `backStep` the backward one, and `(step e)^[n] x` is the state after `n` steps. The condition that the factors are signs is the hypothesis `he`. It appears in `recurrence` and `backStep_iterate_step`, while `iterate_revolution` and `returns_after_revolution_iff` hold for arbitrary real factors. The assumption `[NeZero N]` excludes $N=0$, for which `ZMod N` would be the infinite line of integers.

A marking is a function `b : ZMod N → Bool`, with `true` for a marked site, and `signs b` turns it into factors. `ensembleMean` is a finite weighted sum over all $2^N$ markings. Independence is put in by hand through the product weight; it stands for scatterers placed without regard to one another or to the initial state. Nothing restricts `μ` to $[0,1]$: the identities are algebraic, and they are statements about probabilities only in that range.

`mean_relaxation` covers $n\le N$ and `mean_recurrence` covers $n=2N$; the times in between are not treated. Both concern the mean, and neither bounds how far a single ring strays from it.

## Fixing the number of scatterers

The ensemble could also consist of all markings with exactly $m$ marked sites, equally weighted, where $0<m<N$. Recurrence after $2N$ steps would be unaffected, since it holds for each marking. The decay law would change: the sites would be correlated, the sum would no longer factorise, and the factor after $N$ steps would be exactly $(-1)^m$ in place of $(1-2\mu)^N$. Independent marking with $0<\mu<1$ gives a pure power $(1-2\mu)^n$ up to $N$ steps, at the price of a fluctuating number of scatterers.

## The complete file

```lean
import Mathlib

open Finset

namespace KacRing

noncomputable section

variable {N : ℕ}

/-- One step of the Kac ring: the value at site `i - 1` moves to site `i` and is multiplied by
the factor `e (i - 1)`. -/
def step (e x : ZMod N → ℝ) : ZMod N → ℝ := fun i => e (i - 1) * x (i - 1)

/-- The backward step: the value at site `i + 1` moves to site `i` and is multiplied by `e i`. -/
def backStep (e y : ZMod N → ℝ) : ZMod N → ℝ := fun i => e i * y (i + 1)

/-- The sites whose factors are picked up by a value that arrives at site `i` after `n` steps. -/
def crossed (n : ℕ) (i : ZMod N) : Finset (ZMod N) :=
  (range n).image (fun k : ℕ => i - 1 - (k : ZMod N))

/-- The sign carried by a site: `-1` if it is marked, `+1` if it is not. -/
def sign (s : Bool) : ℝ := if s then -1 else 1

/-- The signs around the ring that belong to a marking `b` of its sites. -/
def signs (b : ZMod N → Bool) : ZMod N → ℝ := fun j => sign (b j)

/-- The weight of one site: `μ` if it is marked, `1 - μ` if it is not. -/
def weight (μ : ℝ) (s : Bool) : ℝ := if s then μ else 1 - μ

/-- The mean of `F` over all markings of the ring, with sites marked independently with
weight `μ`. -/
def ensembleMean [NeZero N] (μ : ℝ) (F : (ZMod N → Bool) → ℝ) : ℝ :=
  ∑ b : ZMod N → Bool, (∏ j, weight μ (b j)) * F b

/-- With signs `±1`, `n` backward steps undo `n` forward steps. -/
theorem backStep_iterate_step (e x : ZMod N → ℝ) (he : ∀ i, e i = 1 ∨ e i = -1) (n : ℕ) :
    (backStep e)^[n] ((step e)^[n] x) = x := by
  have h : Function.LeftInverse (backStep e) (step e) := by
    intro y
    funext i
    have hi : i + 1 - 1 = i := by ring
    simp only [backStep, step, hi]
    rcases he i with h | h <;> rw [h] <;> ring
  exact h.iterate n x

/-- After `n` steps the value at site `i` is the initial value at site `i - n` times the `n`
factors met on the way. -/
theorem iterate_step (e x : ZMod N → ℝ) (n : ℕ) (i : ZMod N) :
    (step e)^[n] x i = (∏ k ∈ range n, e (i - 1 - (k : ZMod N))) * x (i - (n : ZMod N)) := by
  induction n generalizing i with
  | zero => simp
  | succ n ih =>
    rw [Function.iterate_succ_apply']
    change e (i - 1) * ((step e)^[n] x (i - 1)) = _
    rw [ih, Finset.prod_range_succ']
    have h : ∀ k : ℕ, i - 1 - ((k + 1 : ℕ) : ZMod N) = i - 1 - 1 - (k : ZMod N) := by
      intro k
      push_cast
      ring
    have h2 : i - ((n + 1 : ℕ) : ZMod N) = i - 1 - (n : ZMod N) := by
      push_cast
      ring
    simp only [h, h2, Nat.cast_zero, sub_zero]
    ring

/-- During the first revolution no site is crossed twice. -/
theorem crossed_injOn {n : ℕ} (hn : n ≤ N) (i : ZMod N) :
    Set.InjOn (fun k : ℕ => i - 1 - (k : ZMod N)) (range n : Finset ℕ) := by
  intro a ha b hb h
  have ha' : a < n := by simpa using ha
  have hb' : b < n := by simpa using hb
  have h0 : i - 1 - (a : ZMod N) = i - 1 - (b : ZMod N) := h
  have h' : (a : ZMod N) = (b : ZMod N) := by linear_combination -h0
  rw [ZMod.natCast_eq_natCast_iff', Nat.mod_eq_of_lt (ha'.trans_le hn),
    Nat.mod_eq_of_lt (hb'.trans_le hn)] at h'
  exact h'

private lemma card_crossed {n : ℕ} (hn : n ≤ N) (i : ZMod N) : (crossed n i).card = n := by
  unfold crossed
  rw [Finset.card_image_of_injOn (crossed_injOn hn i), Finset.card_range]

private lemma prod_crossed {n : ℕ} (hn : n ≤ N) (i : ZMod N) (f : ZMod N → ℝ) :
    ∏ k ∈ range n, f (i - 1 - (k : ZMod N)) = ∏ j ∈ crossed n i, f j := by
  unfold crossed
  exact (Finset.prod_image (crossed_injOn hn i)).symm

variable [NeZero N]

/-- After `N` steps the state is multiplied by the product of all factors on the ring. -/
theorem iterate_revolution (e x : ZMod N → ℝ) : (step e)^[N] x = (∏ j, e j) • x := by
  funext i
  -- in one revolution every site is crossed
  have hU : crossed N i = Finset.univ :=
    Finset.eq_univ_of_card _ (by rw [card_crossed le_rfl i, ZMod.card])
  rw [iterate_step, prod_crossed le_rfl i e, hU, ZMod.natCast_self, sub_zero]
  rfl

/-- Recurrence of the Kac ring: with signs `±1`, every state returns after `2 N` steps. -/
theorem recurrence (e x : ZMod N → ℝ) (he : ∀ i, e i = 1 ∨ e i = -1) :
    (step e)^[2 * N] x = x := by
  have hP : (∏ j, e j) * (∏ j, e j) = 1 := by
    rw [← Finset.prod_mul_distrib]
    refine Finset.prod_eq_one (fun j _ => ?_)
    rcases he j with h | h <;> rw [h] <;> norm_num
  rw [two_mul, Function.iterate_add_apply, iterate_revolution, iterate_revolution,
    smul_smul, hP, one_smul]

/-- A nonzero state returns after `N` steps exactly when the product of all factors is one. -/
theorem returns_after_revolution_iff (e x : ZMod N → ℝ) (hx : x ≠ 0) :
    (step e)^[N] x = x ↔ ∏ j, e j = 1 := by
  rw [iterate_revolution]
  constructor
  · intro h
    obtain ⟨i, hi⟩ := Function.ne_iff.mp hx
    have hi0 : x i ≠ 0 := hi
    have h1 : (∏ j, e j) * x i = x i := congrFun h i
    exact mul_right_cancel₀ hi0 (by rw [h1, one_mul])
  · intro h
    rw [h, one_smul]

/-- For up to `N` steps, the ensemble mean at site `i` after `n` steps is the initial value at site
`i - n` times `(1 - 2 μ) ^ n`. -/
theorem mean_relaxation (μ : ℝ) (x : ZMod N → ℝ) (i : ZMod N) {n : ℕ} (hn : n ≤ N) :
    ensembleMean μ (fun b => (step (signs b))^[n] x i)
      = (1 - 2 * μ) ^ n * x (i - (n : ZMod N)) := by
  -- each member of the ensemble contributes a product over sites
  have key : ∀ b : ZMod N → Bool,
      (∏ j, weight μ (b j)) * (step (signs b))^[n] x i
        = (∏ j, weight μ (b j) * (if j ∈ crossed n i then sign (b j) else 1))
          * x (i - (n : ZMod N)) := by
    intro b
    have hs : ∏ j ∈ crossed n i, signs b j
        = ∏ j, (if j ∈ crossed n i then sign (b j) else 1) := by
      simp [signs]
    rw [iterate_step, prod_crossed hn i (signs b), hs, Finset.prod_mul_distrib]
    ring
  -- independence: the sum over markings factorises
  have fact : ∀ g : ZMod N → Bool → ℝ,
      ∑ b : ZMod N → Bool, ∏ j, g j (b j) = ∏ j, ∑ s, g j s := by
    intro g
    rw [Finset.prod_univ_sum, Fintype.piFinset_univ]
  have hsite : ∀ j, ∑ s : Bool, weight μ s * (if j ∈ crossed n i then sign s else 1)
      = if j ∈ crossed n i then 1 - 2 * μ else 1 := by
    intro j
    by_cases h : j ∈ crossed n i <;> simp [h, weight, sign]
    ring
  unfold ensembleMean
  rw [Finset.sum_congr rfl (fun b _ => key b), ← Finset.sum_mul]
  congr 1
  refine (fact (fun j s => weight μ s * (if j ∈ crossed n i then sign s else 1))).trans ?_
  rw [Finset.prod_congr rfl (fun j _ => hsite j), Finset.prod_ite_mem, Finset.univ_inter,
    Finset.prod_const, card_crossed hn i]

/-- After `2 N` steps the ensemble mean at every site equals the initial value there. -/
theorem mean_recurrence (μ : ℝ) (x : ZMod N → ℝ) (i : ZMod N) :
    ensembleMean μ (fun b => (step (signs b))^[2 * N] x i) = x i := by
  have hr : ∀ b : ZMod N → Bool, (step (signs b))^[2 * N] x = x := by
    intro b
    refine recurrence _ x (fun j => ?_)
    cases h : b j <;> simp [signs, sign, h]
  have h0 := mean_relaxation μ x i (Nat.zero_le N)
  simp only [hr]
  simpa using h0

end

end KacRing
```

```lean
#print axioms KacRing.backStep_iterate_step
#print axioms KacRing.recurrence
#print axioms KacRing.returns_after_revolution_iff
#print axioms KacRing.mean_recurrence
```

```
'KacRing.backStep_iterate_step' depends on axioms: [propext, Classical.choice, Quot.sound]
'KacRing.recurrence' depends on axioms: [propext, Classical.choice, Quot.sound]
'KacRing.returns_after_revolution_iff' depends on axioms: [propext, Classical.choice, Quot.sound]
'KacRing.mean_recurrence' depends on axioms: [propext, Classical.choice, Quot.sound]
```

## How the proof follows the derivation

`backStep_iterate_step` shows that `backStep e` is a left inverse of `step e` by checking the two possible signs, and `Function.LeftInverse.iterate` extends this to `n` steps.

`iterate_step` is the induction above. The site `i` is generalised because the step to `n + 1` uses the formula at `i - 1`. `Finset.prod_range_succ'` splits off the factor with `k = 0`, which is the sign met in the last step.

In `iterate_revolution` the crossed set has `N` elements, as many as the ring, so `Finset.eq_univ_of_card` identifies it with the whole ring. `recurrence` then splits `2 * N` steps into two revolutions and uses $P^2=1$. `returns_after_revolution_iff` picks a site where `x` is nonzero and cancels its value.

In `mean_relaxation`, `key` writes the contribution of each marking as a product over sites, `fact` exchanges the sum over markings with that product, and `hsite` evaluates the sum at one site. What remains is $1-2\mu$ multiplied once for each element of `crossed n i`. `mean_recurrence` replaces each evolved state by `x`; the normalisation of the weights comes from `mean_relaxation` at `n = 0`.

## From a product over steps to a product over sites

The proof turns on `crossed_injOn`. The dynamics produces a product indexed by time, $k=0,\dots,n-1$, while both the full-ring product and the independence of the sites are indexed by position. `Finset.prod_image` converts one into the other, provided that the map from `k` to the site `i - 1 - k` is injective on the range.

The set `crossed n i` is defined as an image, and a `Finset` keeps no multiplicities: a site visited twice would be listed once, and its second factor would be lost. `Set.InjOn` is the condition that rules this out. It is proved by reducing equality in `ZMod N` to equality of remainders with `ZMod.natCast_eq_natCast_iff'`, and then noting that numbers below `N` are their own remainders. This is where `n ≤ N` enters. The same injectivity gives the set its size `n`, which becomes the exponent in the decay law.
